# The Connolly-Williams matrix of subset-averaged spin correlations is symmetric in the number of down spins and the subset size

Take a finite cluster of `N` sites, each with a spin of +1 or -1. The entry `(m, n)` of the matrix, with `m` and `n` running from 0 to `N`, is the product of the spins on `n` sites, averaged with equal weight over all `n`-site subsets, when the first `m` spins are -1 and the others +1. The theorem `cwMatrix_symm` says that exchanging `m` and `n` leaves the entry unchanged. The attempt sums the spin products over all placements of `m` down spins and all `n`-site subsets, uses the fact that the product is the same when the two sets are exchanged, and then divides by the binomial coefficients.

As first written in Lean, the proof fails:

```lean
import Mathlib

open Matrix

namespace CwMatrixSymm

variable {N : ℕ}

/-- The spin at site `i` when exactly the sites in `D` carry spin -1 and all others +1. -/
def spin (D : Finset (Fin N)) (i : Fin N) : ℤ := if i ∈ D then -1 else 1

/-- The cluster function: the product of the spins on the sites of `S`. -/
def cluster (D S : Finset (Fin N)) : ℤ := ∏ i ∈ S, spin D i

/-- The sum of the spin products over all `n`-site subsets. -/
def clusterSum (D : Finset (Fin N)) (n : ℕ) : ℤ :=
  ∑ S ∈ Finset.powersetCard n Finset.univ, cluster D S

/-- The `n`-site correlation, for `n ≤ N`: the average of the spin products over all
`n`-site subsets. -/
noncomputable def correlation (D : Finset (Fin N)) (n : ℕ) : ℝ :=
  (clusterSum D n : ℝ) / (N.choose n : ℝ)

/-- The first `m` of the `N` sites. -/
def firstSites (m : Fin (N + 1)) : Finset (Fin N) :=
  Finset.univ.map (Fin.castLEEmb (Nat.le_of_lt_succ m.isLt))

/-- The Connolly-Williams matrix of an `N`-site cluster: entry `(m, n)` is the `n`-site
correlation when the first `m` spins are -1 and the others +1. -/
noncomputable def cwMatrix (N : ℕ) : Matrix (Fin (N + 1)) (Fin (N + 1)) ℝ :=
  Matrix.of fun m n => correlation (firstSites m) n

/-- The set of the first `m` sites has `m` elements. -/
theorem card_firstSites (m : Fin (N + 1)) : (firstSites m).card = m := by
  simp [firstSites]

/-- The summed spin products depend on the configuration only through the number of
spins -1. -/
theorem clusterSum_eq_of_card {D D' : Finset (Fin N)} (h : D.card = D'.card) (n : ℕ) :
    clusterSum D n = clusterSum D' n := by
  -- a permutation of the sites carries one configuration into the other
  obtain ⟨g, hg⟩ : ∃ g : Equiv.Perm (Fin N), D.map g.toEmbedding = D' := by
    refine ⟨(Finset.equivOfCardEq h).extendSubtype, ?_⟩
    apply Finset.eq_of_subset_of_card_le
    · intro x hx
      obtain ⟨y, hy, rfl⟩ := Finset.mem_map.1 hx
      exact (Finset.equivOfCardEq h).extendSubtype_mem y hy
    · rw [Finset.card_map, h]
  subst hg
  unfold clusterSum
  refine Finset.sum_equiv g.finsetCongr
    (fun S => by simp [Finset.mem_powersetCard]) (fun S _ => ?_)
  rw [Equiv.finsetCongr_apply]
  unfold cluster
  rw [Finset.prod_map]
  exact Finset.prod_congr rfl fun i _ => by simp [spin]

/-- The cluster function is unchanged when the set of down spins and the cluster are
exchanged. -/
theorem cluster_comm (D S : Finset (Fin N)) : cluster D S = cluster S D := by
  unfold cluster spin
  rw [Finset.prod_ite_mem, Finset.prod_ite_mem, Finset.inter_comm]

/-- The Connolly-Williams matrix is symmetric. -/
theorem cwMatrix_symm (m n : Fin (N + 1)) : cwMatrix N m n = cwMatrix N n m := by
  have avg : ∀ a b : Fin (N + 1),
      ∑ D ∈ Finset.powersetCard (a : ℕ) Finset.univ, clusterSum D b
        = (N.choose a : ℤ) * clusterSum (firstSites a) b := by
    intro a b
    rw [Finset.sum_congr rfl fun D hD => clusterSum_eq_of_card
      ((Finset.mem_powersetCard.1 hD).2.trans (card_firstSites a).symm) b]
    simp [Finset.card_powersetCard]
  -- sum over configurations and clusters in either order
  have h : (N.choose m : ℤ) * clusterSum (firstSites m) n
      = (N.choose n : ℤ) * clusterSum (firstSites n) m := by
    rw [← avg m n, ← avg n m]
    unfold clusterSum
    rw [Finset.sum_comm]
    exact Finset.sum_congr rfl fun S _ => Finset.sum_congr rfl fun D _ => cluster_comm D S
  have hR : (N.choose m : ℝ) * (clusterSum (firstSites m) n : ℝ)
      = (N.choose n : ℝ) * (clusterSum (firstSites n) m : ℝ) := by exact_mod_cast h
  have hc : ∀ a : Fin (N + 1), (N.choose a : ℝ) ≠ 0 := fun a =>
    Nat.cast_ne_zero.2 (Nat.choose_pos (Nat.le_of_lt_succ a.isLt)).ne'
  change (clusterSum (firstSites m) n : ℝ) / (N.choose n : ℝ)
    = (clusterSum (firstSites n) m : ℝ) / (N.choose m : ℝ)
  rw [div_eq_div_iff (hc n) (hc m)]
  linear_combination hR

end CwMatrixSymm
```

The error:

```
Main.lean:67:6: error: don't know how to synthesize implicit argument `ι`
  @Finset.sum (Finset (Fin (?m.45 a b))) ℤ Int.instAddCommMonoid (Finset.powersetCard (↑a) Finset.univ) fun D =>
    clusterSum D ↑b
context:
N : ℕ
m n a b : Fin (N + 1)
⊢ Type
Main.lean:67:53: error: don't know how to synthesize implicit argument `N`
  @clusterSum (?m.45 a b) D ↑b
context:
N : ℕ
m n a b : Fin (N + 1)
D : Finset (Fin (?m.45 a b))
⊢ ℕ
Main.lean:67:8: error(lean.inferBinderTypeFailed): Failed to infer type of binder `D`
Main.lean:67:12: error: don't know how to synthesize implicit argument `α`
  @Finset.powersetCard (Fin (?m.45 a b)) (↑a) Finset.univ
context:
N : ℕ
m n a b : Fin (N + 1)
⊢ Type
Main.lean:67:40: error: don't know how to synthesize implicit argument
  @Finset.univ (Fin (?m.45 a b)) (Fin.fintype (?m.45 a b))
context:
N : ℕ
m n a b : Fin (N + 1)
⊢ Fintype (Fin (?m.45 a b))
Main.lean:67:40: error: don't know how to synthesize implicit argument `α`
  @Finset.univ (Fin (?m.45 a b)) (Fin.fintype (?m.45 a b))
context:
N : ℕ
m n a b : Fin (N + 1)
⊢ Type
Main.lean:65:79: error: unsolved goals
N : ℕ
m n : Fin (N + 1)
⊢ cwMatrix N m n = cwMatrix N n m
```

Cause. The failure is in the statement of `avg`, before its proof is reached. In the sum on the left, `D` is a set of sites, but nothing says of how many: `Finset.univ` fits any finite type, `clusterSum` takes its `N` from `D`, and `a` and `b` enter only as natural numbers. The `N` on the right-hand side does not settle it, since both sides are just integers. The messages about `ι`, `α`, `N`, the `Fintype` instance and the binder `D` all come from this one gap. The last message, "unsolved goals", shows the theorem's own goal, left open when `avg` failed.

Writing `(Finset.univ : Finset (Fin N))` fixes the number of sites and cures these errors.

The diff also moves the termwise equality out of the `rw` into a separate fact `hs`, with the set and both summands written out, so that `rw` need not infer them. Lean never reached the old `rw`, so the messages don't show whether this second change was needed.

Lean accepts the file once it reads:

```diff
@@ -65,9 +65,12 @@
 theorem cwMatrix_symm (m n : Fin (N + 1)) : cwMatrix N m n = cwMatrix N n m := by
   have avg : ∀ a b : Fin (N + 1),
-      ∑ D ∈ Finset.powersetCard (a : ℕ) Finset.univ, clusterSum D b
+      ∑ D ∈ Finset.powersetCard (a : ℕ) (Finset.univ : Finset (Fin N)), clusterSum D b
         = (N.choose a : ℤ) * clusterSum (firstSites a) b := by
     intro a b
-    rw [Finset.sum_congr rfl fun D hD => clusterSum_eq_of_card
-      ((Finset.mem_powersetCard.1 hD).2.trans (card_firstSites a).symm) b]
+    have hs : ∀ D ∈ Finset.powersetCard (a : ℕ) (Finset.univ : Finset (Fin N)),
+        clusterSum D b = clusterSum (firstSites a) b := fun D hD =>
+      clusterSum_eq_of_card
+        ((Finset.mem_powersetCard.1 hD).2.trans (card_firstSites a).symm) b
+    rw [Finset.sum_congr rfl hs]
     simp [Finset.card_powersetCard]
   -- sum over configurations and clusters in either order
```
